# The static Gaussian Kubo-Toyabe function: closed form, minimum and long-time limit

A spin one-half starts up along z and precesses in a static random field with isotropic direction and Maxwell-distributed strength. Its average polarization ⟨σ_z⟩ is, for every real time t,

G(t) = ∫₀^∞ √(2/π) b² exp(−b²/2) [1/3 + (2/3) cos(bt)] db = 1/3 + (2/3)(1 − t²) exp(−t²/2).

The minimum, 1/3 − (4/3) exp(−3/2) ≈ 0.036, is reached exactly at t² = 3, and G(t) → 1/3 as t → +∞. Here b is the angular precession frequency, not the field itself, in units of the standard deviation Δ of one Gaussian field component, also expressed as an angular frequency. Time is in units of 1/Δ.

## A reference curve for sampled static fields

A muon-spin simulation that draws static fields from this distribution and averages the precession of independent spins should approach G(Δt), with t now in physical units, as the sample grows. The 1/3 tail tests the directional average and the dip also tests the field weights, though agreement in these two features alone does not prove the sampling right.

## From one precessing spin to the field average

Set ħ = 1 and H = (b/2) n·σ, with n a unit vector. Since (n·σ)² = 1, the operator

U = cos(bt/2) − i sin(bt/2) n·σ

satisfies U(0) = 1 and dU/dt = −iHU. Write c = cos(bt/2) and s = sin(bt/2). The evolved spin-up state has amplitudes c − i s n_z and −i s(n_x + i n_y), so

⟨σ_z⟩ = c² + s² n_z² − s²(n_x² + n_y²) = n_z² + (1 − n_z²) cos(bt).

The average of n_z² over the sphere is ½ ∫₀^π cos²θ sin θ dθ = 1/3, which gives 1/3 + (2/3) cos(bt).

For the average over b, evenness and completing the square give

J(t) = ∫₀^∞ exp(−b²/2) cos(bt) db = ½ Re ∫ exp(−b²/2 + ibt) db = (√(2π)/2) exp(−t²/2),

where the second integral runs over the real line. The function

F(b) = exp(−b²/2)[t sin(bt) − b cos(bt)]

vanishes at b = 0 and as b → ∞, and

F′(b) = (b² − 1 + t²) exp(−b²/2) cos(bt).

Integrating F′ yields

∫₀^∞ b² exp(−b²/2) cos(bt) db = (1 − t²) J(t).

Multiplied by √(2/π), this is (1 − t²) exp(−t²/2), and it equals 1 at t = 0. Inserting both values gives G(t).

With x = (t² − 3)/2,

G(t) − [1/3 − (4/3) exp(−3/2)] = (4/3) exp(−t²/2) [exp(x) − x − 1] ≥ 0,

with equality only at x = 0. With y = t²/2, G = 1/3 + (2/3)(1 − 2y) exp(−y), which tends to 1/3.

## The Lean source

```lean
import Mathlib

open Matrix MeasureTheory Set Filter Topology Real
open Complex (I)

namespace KuboToyabe

noncomputable section

/-- The spin matrix n·σ for a vector n = (x, y, z). -/
def spinAlong (x y z : ℝ) : Matrix (Fin 2) (Fin 2) ℂ :=
  !![(z : ℂ), x - I * y; x + I * y, -z]

/-- The Zeeman Hamiltonian (b/2) n·σ, with ħ = 1. For a unit vector n, b is the precession
frequency. -/
def zeeman (b x y z : ℝ) : Matrix (Fin 2) (Fin 2) ℂ :=
  ((b : ℂ) / 2) • spinAlong x y z

/-- The operator cos(bt/2) - i sin(bt/2) n·σ, which describes precession when n is a unit vector. -/
def precession (b x y z t : ℝ) : Matrix (Fin 2) (Fin 2) ℂ :=
  ((Real.cos (b * t / 2) : ℝ) : ℂ) • (1 : Matrix (Fin 2) (Fin 2) ℂ) -
    (I * ((Real.sin (b * t / 2) : ℝ) : ℂ)) • spinAlong x y z

/-- The real part of the trace of σ_z U ρ U†, with ρ the state up along z and U the operator
`precession`. For a unit vector n this is the expectation of σ_z at time t. -/
def polarization (b x y z t : ℝ) : ℝ :=
  (trace (spinAlong 0 0 1 *
    (precession b x y z t * !![1, 0; 0, 0] * (precession b x y z t)ᴴ))).re

/-- The polarization averaged over all directions of a field of fixed strength. -/
def sphereAverage (b t : ℝ) : ℝ :=
  1 / (4 * π) * ∫ φ in (0 : ℝ)..(2 * π), ∫ θ in (0 : ℝ)..π,
    polarization b (sin θ * cos φ) (sin θ * sin φ) (cos θ) t * sin θ

/-- The Maxwell density of the field strength b > 0, in units of the field width. -/
def maxwellDensity (b : ℝ) : ℝ := √(2 / π) * b ^ 2 * rexp (-b ^ 2 / 2)

/-- The Kubo-Toyabe function, with time in units of the inverse field width. -/
def kuboToyabe (t : ℝ) : ℝ := 1 / 3 + 2 / 3 * (1 - t ^ 2) * rexp (-t ^ 2 / 2)

/-- For a unit vector n the precession operator starts at 1 and solves the Schrödinger
equation of the Zeeman Hamiltonian, entry by entry. -/
theorem precession_schrodinger (b x y z : ℝ) (h : x ^ 2 + y ^ 2 + z ^ 2 = 1) :
    precession b x y z 0 = 1 ∧ ∀ t i j, HasDerivAt (fun τ => precession b x y z τ i j)
      ((-I • (zeeman b x y z * precession b x y z t)) i j) t := by
  refine ⟨by simp [precession], fun t i j => ?_⟩
  have hC : (x : ℂ) ^ 2 + (y : ℂ) ^ 2 + (z : ℂ) ^ 2 = 1 := by exact_mod_cast h
  -- (n·σ)² = 1
  have hN : spinAlong x y z * spinAlong x y z = 1 := by
    have e1 : (z : ℂ) * z + (x - I * y) * (x + I * y) = 1 := by
      linear_combination hC - (y : ℂ) ^ 2 * Complex.I_sq
    have e2 : (z : ℂ) * (x - I * y) + (x - I * y) * (-z) = 0 := by ring
    have e3 : ((x : ℂ) + I * y) * z + -z * (x + I * y) = 0 := by ring
    have e4 : ((x : ℂ) + I * y) * (x - I * y) + -z * -z = 1 := by
      linear_combination hC - (y : ℂ) ^ 2 * Complex.I_sq
    rw [spinAlong, Matrix.mul_fin_two, e1, e2, e3, e4, Matrix.one_fin_two]
  have hHU : zeeman b x y z * precession b x y z t = ((b : ℂ) / 2) •
      (((Real.cos (b * t / 2) : ℝ) : ℂ) • spinAlong x y z -
        (I * ((Real.sin (b * t / 2) : ℝ) : ℂ)) • (1 : Matrix (Fin 2) (Fin 2) ℂ)) := by
    rw [zeeman, precession, smul_mul_assoc, mul_sub, mul_smul_comm, mul_smul_comm,
      mul_one, hN]
  have hlin : HasDerivAt (fun τ : ℝ => b * τ / 2) (b / 2) t :=
    (((hasDerivAt_id' t).const_mul b).div_const 2).congr_deriv (by ring)
  have hd := (hlin.cos.ofReal_comp.mul_const ((1 : Matrix (Fin 2) (Fin 2) ℂ) i j)).fun_sub
    ((hlin.sin.ofReal_comp.const_mul I).mul_const (spinAlong x y z i j))
  have hf : (fun τ => precession b x y z τ i j) = fun τ =>
      ((Real.cos (b * τ / 2) : ℝ) : ℂ) * (1 : Matrix (Fin 2) (Fin 2) ℂ) i j -
        I * ((Real.sin (b * τ / 2) : ℝ) : ℂ) * spinAlong x y z i j := by
    funext τ
    simp only [precession, Matrix.sub_apply, Matrix.smul_apply, smul_eq_mul]
  rw [hf, hHU]
  refine hd.congr_deriv ?_
  simp only [Matrix.sub_apply, Matrix.smul_apply, smul_eq_mul, Complex.ofReal_mul,
    Complex.ofReal_neg, Complex.ofReal_div, Complex.ofReal_ofNat]
  linear_combination (-((b : ℂ) / 2 * ((Real.sin (b * t / 2) : ℝ) : ℂ) *
    (1 : Matrix (Fin 2) (Fin 2) ℂ) i j)) * Complex.I_sq

/-- In a field along the unit vector n the polarization is n_z² + (1 - n_z²) cos(bt). -/
theorem polarization_eq (b x y z t : ℝ) (h : x ^ 2 + y ^ 2 + z ^ 2 = 1) :
    polarization b x y z t = z ^ 2 + (1 - z ^ 2) * cos (b * t) := by
  have hc : cos (b * t) = 2 * cos (b * t / 2) ^ 2 - 1 := by
    rw [← Real.cos_two_mul]; congr 1; ring
  have hcs := Real.sin_sq_add_cos_sq (b * t / 2)
  -- only the first column of the evolution operator matters for a spin that starts up
  have htr : ∀ U : Matrix (Fin 2) (Fin 2) ℂ,
      (trace (spinAlong 0 0 1 * (U * !![1, 0; 0, 0] * Uᴴ))).re =
        (U 0 0).re ^ 2 + (U 0 0).im ^ 2 - (U 1 0).re ^ 2 - (U 1 0).im ^ 2 := by
    intro U
    have s00 : spinAlong 0 0 1 0 0 = 1 := by simp [spinAlong]
    have s01 : spinAlong 0 0 1 0 1 = 0 := by simp [spinAlong]
    have s10 : spinAlong 0 0 1 1 0 = 0 := by simp [spinAlong]
    have s11 : spinAlong 0 0 1 1 1 = -1 := by simp [spinAlong]
    have p00 : (!![1, 0; 0, 0] : Matrix (Fin 2) (Fin 2) ℂ) 0 0 = 1 := rfl
    have p01 : (!![1, 0; 0, 0] : Matrix (Fin 2) (Fin 2) ℂ) 0 1 = 0 := rfl
    have p10 : (!![1, 0; 0, 0] : Matrix (Fin 2) (Fin 2) ℂ) 1 0 = 0 := rfl
    have p11 : (!![1, 0; 0, 0] : Matrix (Fin 2) (Fin 2) ℂ) 1 1 = 0 := rfl
    simp only [Matrix.trace_fin_two, Matrix.mul_apply, Fin.sum_univ_two,
      Matrix.conjTranspose_apply, s00, s01, s10, s11, p00, p01, p10, p11,
      Complex.star_def, Complex.add_re, Complex.add_im, Complex.mul_re, Complex.mul_im,
      Complex.conj_re, Complex.conj_im, Complex.neg_re, Complex.neg_im, Complex.one_re,
      Complex.one_im, Complex.zero_re, Complex.zero_im]
    ring
  rw [hc, polarization, htr]
  simp only [precession, Matrix.sub_apply, Matrix.smul_apply, smul_eq_mul]
  generalize Real.cos (b * t / 2) = c at hcs ⊢
  generalize Real.sin (b * t / 2) = s at hcs ⊢
  simp [spinAlong]
  linear_combination (-s ^ 2) * h + (2 * z ^ 2 - 1) * hcs

/-- Averaged over field directions, the polarization is 1/3 + (2/3) cos(bt). -/
theorem sphereAverage_eq (b t : ℝ) :
    sphereAverage b t = 1 / 3 + 2 / 3 * cos (b * t) := by
  have hθ : ∀ φ : ℝ, (∫ θ in (0 : ℝ)..π,
      polarization b (sin θ * cos φ) (sin θ * sin φ) (cos θ) t * sin θ) =
      2 / 3 + 4 / 3 * cos (b * t) := by
    intro φ
    have hp : ∀ θ : ℝ, polarization b (sin θ * cos φ) (sin θ * sin φ) (cos θ) t =
        cos θ ^ 2 + (1 - cos θ ^ 2) * cos (b * t) := fun θ =>
      polarization_eq _ _ _ _ _ (by
        linear_combination sin θ ^ 2 * Real.sin_sq_add_cos_sq φ + Real.sin_sq_add_cos_sq θ)
    simp only [hp]
    have hd : ∀ θ : ℝ, HasDerivAt
        (fun θ => -(cos θ ^ 3 / 3) - cos (b * t) * (cos θ - cos θ ^ 3 / 3))
        ((cos θ ^ 2 + (1 - cos θ ^ 2) * cos (b * t)) * sin θ) θ := by
      intro θ
      have h1 := Real.hasDerivAt_cos θ
      have h3 := (h1.fun_pow 3).div_const 3
      refine (h3.fun_neg.fun_sub ((h1.fun_sub h3).const_mul (cos (b * t)))).congr_deriv ?_
      simp only [Nat.reduceSub, Nat.cast_ofNat]
      ring
    rw [intervalIntegral.integral_eq_sub_of_hasDerivAt (fun θ _ => hd θ)
      (Continuous.intervalIntegrable (by fun_prop) _ _)]
    simp only [Real.cos_pi, Real.cos_zero]
    ring
  have hpi := Real.pi_ne_zero
  simp only [sphereAverage, hθ, intervalIntegral.integral_const, smul_eq_mul]
  field_simp
  ring

/-- For every natural number n and real t, b^n exp(-b²/2) cos(bt) is an integrable function of b. -/
theorem integrable_moment (n : ℕ) (t : ℝ) :
    Integrable (fun b : ℝ => b ^ n * (rexp (-b ^ 2 / 2) * cos (b * t))) := by
  have h := integrable_rpow_mul_exp_neg_mul_sq (b := 1 / 2) (by norm_num) (s := (n : ℝ))
    (by have := Nat.cast_nonneg (α := ℝ) n; linarith)
  refine h.norm.mono' (Continuous.aestronglyMeasurable (by fun_prop))
    (Eventually.of_forall fun b => ?_)
  have e : -(1 / 2) * b ^ 2 = -b ^ 2 / 2 := by ring
  simp only [Real.rpow_natCast, norm_mul, e]
  exact mul_le_mul_of_nonneg_left (mul_le_of_le_one_right (norm_nonneg _)
    (Real.abs_cos_le_one _)) (norm_nonneg _)

/-- The cosine transform of the Gaussian over b > 0 is again a Gaussian. -/
theorem gaussian_cos (t : ℝ) : ∫ b in Ioi (0 : ℝ), rexp (-b ^ 2 / 2) * cos (b * t) =
    √(2 * π) / 2 * rexp (-t ^ 2 / 2) := by
  have hh : (-1 / 2 : ℂ) = ((-1 / 2 : ℝ) : ℂ) := by norm_num
  have hneg : (-1 / 2 : ℂ).re < 0 := by rw [hh, Complex.ofReal_re]; norm_num
  have hpt : ∀ x : ℝ, Complex.reCLM (Complex.exp ((-1 / 2 : ℂ) * x ^ 2 + I * t * x + 0)) =
      rexp (-|x| ^ 2 / 2) * cos (|x| * t) := by
    intro x
    have hc : cos (|x| * t) = cos (t * x) := by
      rcases abs_choice x with h | h <;> rw [h]
      · rw [mul_comm]
      · rw [neg_mul, Real.cos_neg, mul_comm]
    have ha : (-1 / 2 : ℂ) * x ^ 2 + I * t * x + 0 =
        ((-x ^ 2 / 2 : ℝ) : ℂ) + ((t * x : ℝ) : ℂ) * I := by push_cast; ring
    rw [hc, sq_abs, ha, Complex.reCLM_apply, Complex.exp_re]
    simp only [Complex.add_re, Complex.add_im, Complex.mul_re, Complex.mul_im,
      Complex.ofReal_re, Complex.ofReal_im, Complex.I_re, Complex.I_im, mul_zero, mul_one,
      sub_zero, add_zero, zero_add]
  have hrhs : ((π : ℂ) / -(-1 / 2)) ^ (1 / 2 : ℂ) *
      Complex.exp (0 - (I * t) ^ 2 / (4 * (-1 / 2))) =
      ((√(2 * π) * rexp (-t ^ 2 / 2) : ℝ) : ℂ) := by
    have h1 : (π : ℂ) / -(-1 / 2) = ((2 * π : ℝ) : ℂ) := by push_cast; ring
    have h2 : 0 - (I * t) ^ 2 / (4 * (-1 / 2)) = ((-t ^ 2 / 2 : ℝ) : ℂ) := by
      rw [mul_pow, Complex.I_sq]; push_cast; ring
    have h3 : (1 / 2 : ℂ) = ((1 / 2 : ℝ) : ℂ) := by norm_num
    rw [h1, h2, h3, ← Complex.ofReal_cpow (by positivity), ← Real.sqrt_eq_rpow,
      ← Complex.ofReal_exp, ← Complex.ofReal_mul]
  have hfull : ∫ x : ℝ, rexp (-|x| ^ 2 / 2) * cos (|x| * t) =
      √(2 * π) * rexp (-t ^ 2 / 2) := by
    calc _ = ∫ x : ℝ, Complex.reCLM
          (Complex.exp ((-1 / 2 : ℂ) * x ^ 2 + I * t * x + 0)) :=
          integral_congr_ae (Eventually.of_forall fun x => (hpt x).symm)
      _ = Complex.reCLM (∫ x : ℝ, Complex.exp ((-1 / 2 : ℂ) * x ^ 2 + I * t * x + 0)) :=
          Complex.reCLM.integral_comp_comm (integrable_cexp_quadratic' hneg (I * t) 0)
      _ = _ := by
          rw [integral_cexp_quadratic hneg (I * t) 0, hrhs, Complex.reCLM_apply,
            Complex.ofReal_re]
  -- the integrand is even
  have habs : ∫ x : ℝ, rexp (-|x| ^ 2 / 2) * cos (|x| * t) =
      2 * ∫ x in Ioi (0 : ℝ), rexp (-x ^ 2 / 2) * cos (x * t) :=
    integral_comp_abs (f := fun x => rexp (-x ^ 2 / 2) * cos (x * t))
  linarith

/-- The second moment of the Gaussian, weighted with cos(bt), carries the factor 1 - t². -/
theorem second_moment (t : ℝ) :
    ∫ b in Ioi (0 : ℝ), b ^ 2 * (rexp (-b ^ 2 / 2) * cos (b * t)) =
      √(2 * π) / 2 * ((1 - t ^ 2) * rexp (-t ^ 2 / 2)) := by
  have g0 : Integrable (fun b : ℝ => rexp (-b ^ 2 / 2) * cos (b * t)) := by
    simpa only [pow_zero, one_mul] using integrable_moment 0 t
  have h0 : Integrable (fun b : ℝ => rexp (-b ^ 2 / 2) * cos (b * t))
    (volume.restrict (Ioi 0)) := g0.integrableOn
  have h2 : Integrable (fun b : ℝ => b ^ 2 * (rexp (-b ^ 2 / 2) * cos (b * t)))
    (volume.restrict (Ioi 0)) := (integrable_moment 2 t).integrableOn
  -- an antiderivative that vanishes at both ends
  have hderiv : ∀ b : ℝ, HasDerivAt
      (fun b => rexp (-b ^ 2 / 2) * (t * sin (b * t) - b * cos (b * t)))
      (b ^ 2 * (rexp (-b ^ 2 / 2) * cos (b * t)) -
        (1 - t ^ 2) * (rexp (-b ^ 2 / 2) * cos (b * t))) b := by
    intro b
    have hlin : HasDerivAt (fun b : ℝ => b * t) t b := hasDerivAt_mul_const t
    have hsq : HasDerivAt (fun b : ℝ => -b ^ 2 / 2) (-b) b := by
      refine ((hasDerivAt_pow 2 b).fun_neg.div_const 2).congr_deriv ?_
      simp only [Nat.reduceSub, Nat.cast_ofNat]
      ring
    exact (hsq.exp.fun_mul ((hlin.sin.const_mul t).fun_sub
      ((hasDerivAt_id' b).fun_mul hlin.cos))).congr_deriv (by ring)
  have hlim : Tendsto (fun b => rexp (-b ^ 2 / 2) * (t * sin (b * t) - b * cos (b * t)))
      atTop (𝓝 0) := by
    have hb : Tendsto (fun b : ℝ => |t| * (b ^ 0 * rexp (-b)) + b ^ 1 * rexp (-b))
        atTop (𝓝 0) := by
      simpa only [mul_zero, add_zero] using
        ((Real.tendsto_pow_mul_exp_neg_atTop_nhds_zero 0).const_mul |t|).add
          (Real.tendsto_pow_mul_exp_neg_atTop_nhds_zero 1)
    refine squeeze_zero_norm' ?_ hb
    filter_upwards [eventually_ge_atTop (2 : ℝ)] with b hb2
    have hb0 : 0 ≤ b := by linarith
    have he : rexp (-b ^ 2 / 2) ≤ rexp (-b) := Real.exp_le_exp.mpr (by nlinarith)
    have hs : ‖t * sin (b * t) - b * cos (b * t)‖ ≤ |t| + b := by
      refine (norm_sub_le _ _).trans ?_
      simp only [norm_mul, Real.norm_eq_abs, abs_of_nonneg hb0]
      exact add_le_add (mul_le_of_le_one_right (abs_nonneg t) (Real.abs_sin_le_one _))
        (mul_le_of_le_one_right hb0 (Real.abs_cos_le_one _))
    calc _ = rexp (-b ^ 2 / 2) * ‖t * sin (b * t) - b * cos (b * t)‖ := by
          rw [norm_mul, Real.norm_of_nonneg (Real.exp_pos _).le]
      _ ≤ rexp (-b) * (|t| + b) := mul_le_mul he hs (norm_nonneg _) (Real.exp_pos _).le
      _ = _ := by ring
  have hI : ∫ b in Ioi (0 : ℝ), (b ^ 2 * (rexp (-b ^ 2 / 2) * cos (b * t)) -
      (1 - t ^ 2) * (rexp (-b ^ 2 / 2) * cos (b * t))) = 0 :=
    (integral_Ioi_of_hasDerivAt_of_tendsto' (fun b _ => hderiv b)
      (h2.sub (h0.const_mul (1 - t ^ 2))) hlim).trans (by simp)
  rw [integral_sub h2 (h0.const_mul _), integral_const_mul, gaussian_cos] at hI
  linear_combination hI

/-- The Maxwell average of 1/3 + (2/3) cos(bt) is the Kubo-Toyabe function. -/
theorem maxwell_average (t : ℝ) :
    ∫ b in Ioi (0 : ℝ), maxwellDensity b * (1 / 3 + 2 / 3 * cos (b * t)) =
      kuboToyabe t := by
  have hs : √(2 / π) * √(2 * π) = 2 := by
    have hpi := Real.pi_ne_zero
    have h4 : 2 / π * (2 * π) = 2 ^ 2 := by field_simp
    rw [← Real.sqrt_mul (by positivity), h4, Real.sqrt_sq (by norm_num)]
  have hm : ∀ s : ℝ, Integrable (fun b : ℝ => b ^ 2 * (rexp (-b ^ 2 / 2) * cos (b * s)))
    (volume.restrict (Ioi 0)) := fun s => (integrable_moment 2 s).integrableOn
  have h1 : rexp (-(0 : ℝ) ^ 2 / 2) = 1 := by norm_num
  calc _ = ∫ b in Ioi (0 : ℝ),
        (√(2 / π) / 3 * (b ^ 2 * (rexp (-b ^ 2 / 2) * cos (b * 0))) +
          2 * √(2 / π) / 3 * (b ^ 2 * (rexp (-b ^ 2 / 2) * cos (b * t)))) :=
        integral_congr_ae (Eventually.of_forall fun b => by
          simp only [maxwellDensity, mul_zero, Real.cos_zero]; ring)
    _ = _ := by
        rw [integral_add ((hm 0).const_mul _) ((hm t).const_mul _), integral_const_mul,
          integral_const_mul, second_moment, second_moment, h1, kuboToyabe]
        linear_combination (1 / 6 + 1 / 3 * (1 - t ^ 2) * rexp (-t ^ 2 / 2)) * hs

/-- Kubo-Toyabe relaxation: the polarization of a spin one-half, averaged over the direction
and the Maxwell-distributed strength of a static field, is the Kubo-Toyabe function. -/
theorem kubo_toyabe_relaxation (t : ℝ) :
    ∫ b in Ioi (0 : ℝ), maxwellDensity b * sphereAverage b t = kuboToyabe t := by
  simp only [sphereAverage_eq]
  exact maxwell_average t

/-- The least value of the Kubo-Toyabe function is 1/3 - (4/3) exp(-3/2), and it is
reached exactly when t² = 3. -/
theorem kuboToyabe_minimum (t : ℝ) : 1 / 3 - 4 / 3 * rexp (-3 / 2) ≤ kuboToyabe t ∧
    (kuboToyabe t = 1 / 3 - 4 / 3 * rexp (-3 / 2) ↔ t ^ 2 = 3) := by
  have hsplit : rexp (-3 / 2) = rexp ((t ^ 2 - 3) / 2) * rexp (-t ^ 2 / 2) := by
    rw [← Real.exp_add]; congr 1; ring
  -- the excess over the minimum is governed by exp x - (x + 1)
  have key : kuboToyabe t - (1 / 3 - 4 / 3 * rexp (-3 / 2)) = 4 / 3 * rexp (-t ^ 2 / 2) *
      (rexp ((t ^ 2 - 3) / 2) - ((t ^ 2 - 3) / 2 + 1)) := by
    rw [kuboToyabe, hsplit]; ring
  have hE : 0 < 4 / 3 * rexp (-t ^ 2 / 2) := by positivity
  refine ⟨?_, fun h => ?_, fun h => ?_⟩
  · have := mul_nonneg hE.le (sub_nonneg.mpr (Real.add_one_le_exp ((t ^ 2 - 3) / 2)))
    linarith
  · by_contra hne
    have hx : (t ^ 2 - 3) / 2 ≠ 0 := fun h0 => hne (by linarith)
    have := mul_pos hE (sub_pos.mpr (Real.add_one_lt_exp hx))
    linarith
  · rw [kuboToyabe, h]; ring

/-- At long times the Kubo-Toyabe function tends to 1/3. -/
theorem kuboToyabe_tail : Tendsto kuboToyabe atTop (𝓝 (1 / 3)) := by
  have hy : Tendsto (fun t : ℝ => t ^ 2 / 2) atTop atTop :=
    (tendsto_pow_atTop two_ne_zero).atTop_div_const (by norm_num)
  have h0 := (Real.tendsto_pow_mul_exp_neg_atTop_nhds_zero 0).comp hy
  have h1 := (Real.tendsto_pow_mul_exp_neg_atTop_nhds_zero 1).comp hy
  have h := ((h0.sub (h1.const_mul 2)).const_mul (2 / 3)).const_add (1 / 3)
  simp only [mul_zero, sub_zero, add_zero] at h
  refine h.congr fun t => ?_
  simp only [kuboToyabe, Function.comp_apply, pow_zero, pow_one, ← neg_div]
  ring

end

end KuboToyabe
```

```lean
#print axioms KuboToyabe.precession_schrodinger
#print axioms KuboToyabe.kubo_toyabe_relaxation
#print axioms KuboToyabe.kuboToyabe_minimum
#print axioms KuboToyabe.kuboToyabe_tail
```

```
'KuboToyabe.precession_schrodinger' depends on axioms: [propext, Classical.choice, Quot.sound]
'KuboToyabe.kubo_toyabe_relaxation' depends on axioms: [propext, Classical.choice, Quot.sound]
'KuboToyabe.kuboToyabe_minimum' depends on axioms: [propext, Classical.choice, Quot.sound]
'KuboToyabe.kuboToyabe_tail' depends on axioms: [propext, Classical.choice, Quot.sound]
```

## What is established for static, isotropic fields

`kubo_toyabe_relaxation` states that the Maxwell average of `sphereAverage` equals `kuboToyabe t`, for every real t; `maxwell_average` is the scalar integral at the top. `Ioi (0 : ℝ)` means b > 0. `polarization` is the trace of σ_z with the evolved density matrix, so it starts at 1, not ½. The unit-vector hypothesis `x ^ 2 + y ^ 2 + z ^ 2 = 1` is supplied by spherical coordinates in the average.

`precession_schrodinger` checks U entry by entry. In `polarization_eq`, `linear_combination` combines the unit norm with s² + c² = 1. `sphereAverage_eq` integrates over θ by an antiderivative. `integrable_moment` bounds the integrands by powers of |b| times a Gaussian, `gaussian_cos` computes J, and `second_moment` integrates F′. `kuboToyabe_minimum` uses x + 1 ≤ exp(x) and its strict form; `kuboToyabe_tail` uses exponential decay.

The Maxwell density is postulated. It stands for a field with three independent Gaussian components of zero mean and equal width, an approximation to the field of a dense array of randomly oriented dipoles. Whether a real sample provides such a field, frozen during the measurement, is a physical judgement. Fluctuating fields, an applied field and sampling error lie beyond these theorems.

Modelling the three Cartesian components directly would match a code that draws each component independently from the same zero-mean Gaussian. The Maxwell density could then be derived by a change to spherical coordinates, and G would be the same.
